# Coupling to a double excitation can put the lowest excited singlet below the lowest triplet in a two-level model

## Can one double excitation reverse the singlet–triplet order?

I describe each spin sector by a real symmetric $2\times2$ matrix, with one single and one double excitation, and take its lowest eigenvalue as the energy of the lowest excited state in that sector, measured from the midpoint between the singlet and triplet single excitations. Exchange puts the single excitation at $K$ for the singlet and at $-K$ for the triplet, with $K\ge 0$. The double excitation lies at $D>0$ in both sectors. It couples with strength $\sqrt3\,v$ to the singlet and $v$ to the triplet.

Without the coupling, the triplet is at or below the singlet. The coupling lowers both states, though, and the triplet starts with a lead of up to $2K$. Is the larger singlet coupling ever enough to overtake it, and if so, how large must $v$ be?

## The order reverses exactly when $v^2>K(D+2K)$

Yes, it is enough once $|v|$ is large. Write $s$ and $t$ for the lowest eigenvalues of

$$
\begin{pmatrix}K&\sqrt3\,v\\ \sqrt3\,v&D\end{pmatrix}
\quad\text{and}\quad
\begin{pmatrix}-K&v\\ v&D\end{pmatrix}.
$$

Then $s<t$ exactly when $v^2>K(D+2K)$, and $t<s$ exactly when $v^2<K(D+2K)$. At equality the two energies coincide.

**The secular equation.** Take a general block with diagonal entries $a,d$ and coupling $b$. A number $\mu$ is an eigenvalue when the determinant of the shifted matrix vanishes, that is, when $(a-\mu)(d-\mu)=b^2$. The lower root is

$$
x=\frac{a+d}{2}-\sqrt{\Big(\frac{a-d}{2}\Big)^2+b^2},
$$

so $x\le(a+d)/2$, and the other root is $a+d-x$.

**Locating the lowest root from a trial energy.** For any $y$, factoring the secular polynomial gives

$$
(a-y)(d-y)-b^2=(x-y)(a+d-x-y).
$$

Let $y\le(a+d)/2$. The second factor is then nonnegative, and it is strictly positive if $x\ne y$. The left side therefore has the sign of $x-y$: it is negative when the lowest eigenvalue is below $y$ and positive when it is above.

**The triplet energy as a trial energy for the singlet.** The triplet equation is $v^2=(-K-t)(D-t)$. Substituting it into the singlet polynomial gives

$$
(K-t)(D-t)-3v^2=(D-t)\big[(K-t)+3(K+t)\big]=2(D-t)(t+2K).
$$

Since $t\le(D-K)/2<D$, the factor $D-t$ is positive. Also $t\le(D+K)/2$, so the comparison applies, and $s<t$ exactly when $t<-2K$.

**The energy $-2K$ as a trial energy for the triplet.** It satisfies $-2K\le(D-K)/2$, and the triplet polynomial there is

$$
(-K+2K)(D+2K)-v^2=K(D+2K)-v^2.
$$

Hence $t<-2K$ exactly when $K(D+2K)<v^2$. The same two steps with the signs reversed give the criterion for $t<s$.

**A sufficient condition with square roots.** Let $P=\sqrt{D^2+12v^2}$ and $Q=\sqrt{D^2+4v^2}$, and suppose $4K<P-Q$. At $K=0$ the formula for the lower root gives $t-s=(P-Q)/2$, so the condition asks that the gap opened by the coupling at $K=0$ exceed the exchange splitting $2K$. Squaring $P>Q+4K$ gives $8v^2=P^2-Q^2>8KQ+16K^2$. Because $Q\ge D$, this implies $v^2>K(D+2K)$, so the order is reversed. The converse fails: at $K=D=1$, $v=2$ we have $K(D+2K)=3<4=v^2$, but $P-Q=7-\sqrt{17}<4=4K$.

**Two limits.** At $K=0$ any nonzero coupling puts the singlet below the triplet, while at $K=v=0$ both energies are $0$. When $D$ is much larger than $K$ and $|v|$, second-order perturbation theory lowers the singlet by about $3v^2/D$ and the triplet by about $v^2/D$. The difference $2v^2/D$ exceeds the exchange splitting $2K$ when $v^2>KD$, which is the leading form of the exact threshold.

The formal statement expresses this model as follows. `singletBlock K v D` and `tripletBlock K v D` are the two matrices above, with the single excitation first in the basis; note that `v` comes before `D` in the arguments. `IsLowestEigenvalue A x` says that `x` is the least real number $\mu$ for which some nonzero real vector $u$ satisfies $Au=\mu u$. The energies `s` and `t` thus enter through what they are, not through a formula, and `lowest_formula` shows that every such block has a lowest eigenvalue. The coupling `v` may have either sign.

The zero of energy is the midpoint between the singlet and triplet single excitations, and `hD : 0 < D` places the double excitation above that midpoint. It need not lie above $K$. The assumption `hK : 0 ≤ K` stands for a nonnegative exchange interaction, which raises the singlet relative to the triplet. The factor $\sqrt3$ stands for the singlet's stronger spin-polarization coupling to the double excitation; it is postulated here, as is the common value of $D$, and neither is derived from a many-electron Hamiltonian. The ground state, further excitations and energy-dependent matrix elements are left out, so "lowest singlet" in the comments of the code means the lowest excited singlet.

In Lean 4 with Mathlib:

```lean
import Mathlib

open Matrix

namespace SpinPolarizationGap

noncomputable section

/-- A single excitation of energy `a` coupled by `b` to a double excitation of energy `d`. -/
def block (a b d : ℝ) : Matrix (Fin 2) (Fin 2) ℝ := !![a, b; b, d]

/-- The singlet block: single excitation at `K`, double excitation at `D`, coupling `√3 v`. -/
def singletBlock (K v D : ℝ) : Matrix (Fin 2) (Fin 2) ℝ := block K (√3 * v) D

/-- The triplet block: single excitation at `-K`, double excitation at `D`, coupling `v`. -/
def tripletBlock (K v D : ℝ) : Matrix (Fin 2) (Fin 2) ℝ := block (-K) v D

/-- `x` is the least real number that is an eigenvalue of `A` with a nonzero eigenvector. -/
def IsLowestEigenvalue (A : Matrix (Fin 2) (Fin 2) ℝ) (x : ℝ) : Prop :=
  IsLeast {μ : ℝ | ∃ u : Fin 2 → ℝ, u ≠ 0 ∧ A *ᵥ u = μ • u} x

/-- Secular equation: `μ` is an eigenvalue of the block exactly when
`(a - μ)(d - μ) = b²`. -/
theorem secular_equation (a b d μ : ℝ) :
    (∃ u : Fin 2 → ℝ, u ≠ 0 ∧ block a b d *ᵥ u = μ • u) ↔
      (a - μ) * (d - μ) = b ^ 2 := by
  have key : ∀ u : Fin 2 → ℝ,
      !![a - μ, b; b, d - μ] *ᵥ u = block a b d *ᵥ u - μ • u := by
    intro u
    ext i
    fin_cases i <;> simp [block, Matrix.mulVec, dotProduct, Fin.sum_univ_two] <;> ring
  have hdet := Matrix.exists_mulVec_eq_zero_iff (M := !![a - μ, b; b, d - μ])
  simp only [key, sub_eq_zero, Matrix.det_fin_two_of] at hdet
  rw [hdet, pow_two]

/-- The lowest eigenvalue of the block is the mean of the two energies minus the square root
of the squared half-splitting plus the squared coupling. -/
theorem lowest_formula (a b d : ℝ) :
    IsLowestEigenvalue (block a b d) ((a + d) / 2 - √(((a - d) / 2) ^ 2 + b ^ 2)) := by
  have hr : √(((a - d) / 2) ^ 2 + b ^ 2) ^ 2 = ((a - d) / 2) ^ 2 + b ^ 2 :=
    Real.sq_sqrt (by positivity)
  have h0 := Real.sqrt_nonneg (((a - d) / 2) ^ 2 + b ^ 2)
  generalize √(((a - d) / 2) ^ 2 + b ^ 2) = r at hr h0 ⊢
  constructor
  · exact (secular_equation a b d _).2 (by linear_combination hr)
  · intro y hy
    have hy' := (secular_equation a b d y).1 hy
    by_contra hn
    have hlt : 0 < (a + d) / 2 - y - r := by linarith [not_le.1 hn]
    have hpos : 0 < (a + d) / 2 - y + r := by linarith
    have hprod := mul_pos hlt hpos
    have hzero : ((a + d) / 2 - y - r) * ((a + d) / 2 - y + r) = 0 := by
      linear_combination hy' - hr
    linarith

/-- The lowest eigenvalue solves the secular equation and does not exceed the mean of the
two uncoupled energies. -/
theorem lowest_spec {a b d x : ℝ} (hx : IsLowestEigenvalue (block a b d) x) :
    (a - x) * (d - x) = b ^ 2 ∧ x ≤ (a + d) / 2 := by
  refine ⟨(secular_equation a b d x).1 hx.1, ?_⟩
  have h := IsLeast.unique hx (lowest_formula a b d)
  linarith [Real.sqrt_nonneg (((a - d) / 2) ^ 2 + b ^ 2)]

/-- For a trial energy `y` not above the mean of the uncoupled energies, comparing
`(a - y)(d - y)` with `b²` tells whether the lowest eigenvalue lies below or above `y`. -/
theorem lowest_compare {a b d x y : ℝ} (hx : IsLowestEigenvalue (block a b d) x)
    (hy : y ≤ (a + d) / 2) :
    (x < y ↔ (a - y) * (d - y) < b ^ 2) ∧ (y < x ↔ b ^ 2 < (a - y) * (d - y)) := by
  obtain ⟨ex, bx⟩ := lowest_spec hx
  -- the secular polynomial at `y`, factored through its lowest root
  have hfac : (a - y) * (d - y) - b ^ 2 = (x - y) * (a + d - x - y) := by
    linear_combination ex
  have hnn : 0 ≤ a + d - x - y := by linarith
  refine ⟨⟨fun h => ?_, fun h => ?_⟩, ⟨fun h => ?_, fun h => ?_⟩⟩
  · have := mul_pos (sub_pos.2 h) (show 0 < a + d - x - y by linarith)
    linarith
  · by_contra hn
    have := mul_nonneg (sub_nonneg.2 (not_lt.1 hn)) hnn
    linarith
  · have := mul_pos (sub_pos.2 h) (show 0 < a + d - x - y by linarith)
    linarith
  · by_contra hn
    have := mul_nonneg (sub_nonneg.2 (not_lt.1 hn)) hnn
    linarith

/-- For `K ≥ 0` and `D > 0`, the lowest singlet lies below the lowest triplet exactly when the
triplet energy is below `-2K`, and above it exactly when the triplet energy is above `-2K`. -/
theorem gap_sign_iff_triplet_energy {K v D s t : ℝ} (hK : 0 ≤ K) (hD : 0 < D)
    (hs : IsLowestEigenvalue (singletBlock K v D) s)
    (ht : IsLowestEigenvalue (tripletBlock K v D) t) :
    (s < t ↔ t < -2 * K) ∧ (t < s ↔ -2 * K < t) := by
  obtain ⟨et, bt⟩ := lowest_spec ht
  have h3 : √3 ^ 2 = (3 : ℝ) := Real.sq_sqrt (by norm_num)
  have hDt : 0 < D - t := by linarith
  -- the singlet secular polynomial at the triplet energy
  have hid : (K - t) * (D - t) - (√3 * v) ^ 2 = 2 * ((D - t) * (t + 2 * K)) := by
    linear_combination 3 * et - v ^ 2 * h3
  obtain ⟨h1, h2⟩ := lowest_compare (y := t) hs (by linarith)
  rw [h1, h2]
  refine ⟨⟨fun h => ?_, fun h => ?_⟩, ⟨fun h => ?_, fun h => ?_⟩⟩
  · by_contra hn
    have := mul_nonneg hDt.le (show 0 ≤ t + 2 * K by linarith [not_lt.1 hn])
    linarith
  · have := mul_neg_of_pos_of_neg hDt (show t + 2 * K < 0 by linarith)
    linarith
  · by_contra hn
    have := mul_nonpos_of_nonneg_of_nonpos hDt.le
      (show t + 2 * K ≤ 0 by linarith [not_lt.1 hn])
    linarith
  · have := mul_pos hDt (show 0 < t + 2 * K by linarith)
    linarith

/-- For `K ≥ 0` and `D > 0`, the lowest singlet lies below the lowest triplet exactly when
`v² > K(D + 2K)`, and above it exactly when `v² < K(D + 2K)`. -/
theorem gap_inversion_iff {K v D s t : ℝ} (hK : 0 ≤ K) (hD : 0 < D)
    (hs : IsLowestEigenvalue (singletBlock K v D) s)
    (ht : IsLowestEigenvalue (tripletBlock K v D) t) :
    (s < t ↔ K * (D + 2 * K) < v ^ 2) ∧ (t < s ↔ v ^ 2 < K * (D + 2 * K)) := by
  obtain ⟨h1, h2⟩ := gap_sign_iff_triplet_energy hK hD hs ht
  -- the triplet secular polynomial at the energy `-2K`
  obtain ⟨h3, h4⟩ := lowest_compare (y := -2 * K) ht (by linarith)
  have hid : (-K - -2 * K) * (D - -2 * K) = K * (D + 2 * K) := by ring
  rw [hid] at h3 h4
  exact ⟨h1.trans h3, h2.trans h4⟩

/-- Without coupling to the double excitation, and for `K ≥ 0` and `D > 0`, the lowest triplet
is not above the lowest singlet. -/
theorem singles_only {K D s t : ℝ} (hK : 0 ≤ K) (hD : 0 < D)
    (hs : IsLowestEigenvalue (singletBlock K 0 D) s)
    (ht : IsLowestEigenvalue (tripletBlock K 0 D) t) : t ≤ s := by
  by_contra hn
  have h := (gap_inversion_iff hK hD hs ht).1.1 (not_le.1 hn)
  have : 0 ≤ K * (D + 2 * K) := by positivity
  linarith

/-- For `K ≥ 0` and `D > 0`, the lowest singlet lies below the lowest triplet whenever `4K` is
smaller than `√(D² + 12v²) - √(D² + 4v²)`. -/
theorem inversion_of_spin_polarization {K v D s t : ℝ} (hK : 0 ≤ K) (hD : 0 < D)
    (hs : IsLowestEigenvalue (singletBlock K v D) s)
    (ht : IsLowestEigenvalue (tripletBlock K v D) t)
    (h : 4 * K < √(D ^ 2 + 12 * v ^ 2) - √(D ^ 2 + 4 * v ^ 2)) : s < t := by
  refine (gap_inversion_iff hK hD hs ht).1.2 ?_
  have hP : √(D ^ 2 + 12 * v ^ 2) ^ 2 = D ^ 2 + 12 * v ^ 2 := Real.sq_sqrt (by positivity)
  have hQ : √(D ^ 2 + 4 * v ^ 2) ^ 2 = D ^ 2 + 4 * v ^ 2 := Real.sq_sqrt (by positivity)
  have hDQ : D ≤ √(D ^ 2 + 4 * v ^ 2) :=
    (Real.le_sqrt' hD).2 (by linarith [sq_nonneg v])
  generalize √(D ^ 2 + 12 * v ^ 2) = P at h hP
  generalize √(D ^ 2 + 4 * v ^ 2) = Q at h hQ hDQ
  -- `P² - Q² = 8v²`, while `P > Q + 4K` and `Q ≥ D`
  have h1 : 0 < (P - (Q + 4 * K)) * (P + (Q + 4 * K)) :=
    mul_pos (by linarith) (by linarith)
  have h2 : 0 ≤ K * (Q - D) := mul_nonneg hK (by linarith)
  linarith

/-- At `K = D = 1` and `v = 2` the lowest singlet lies below the lowest triplet, although `4K`
is not smaller than `√(D² + 12v²) - √(D² + 4v²)`. -/
theorem square_root_condition_not_necessary {s t : ℝ}
    (hs : IsLowestEigenvalue (singletBlock 1 2 1) s)
    (ht : IsLowestEigenvalue (tripletBlock 1 2 1) t) :
    s < t ∧ ¬ ((4 : ℝ) * 1 < √(1 ^ 2 + 12 * 2 ^ 2) - √(1 ^ 2 + 4 * 2 ^ 2)) := by
  refine ⟨(gap_inversion_iff (by norm_num) (by norm_num) hs ht).1.2 (by norm_num), ?_⟩
  have h7 : √((1 : ℝ) ^ 2 + 12 * 2 ^ 2) ≤ 7 :=
    (Real.sqrt_le_left (by norm_num)).2 (by norm_num)
  have h3 : (3 : ℝ) ≤ √((1 : ℝ) ^ 2 + 4 * 2 ^ 2) :=
    (Real.le_sqrt' (by norm_num)).2 (by norm_num)
  intro h
  linarith

end

end SpinPolarizationGap
```

```lean
#print axioms SpinPolarizationGap.singles_only
#print axioms SpinPolarizationGap.inversion_of_spin_polarization
#print axioms SpinPolarizationGap.square_root_condition_not_necessary
```

```
'SpinPolarizationGap.singles_only' depends on axioms: [propext, Classical.choice, Quot.sound]
'SpinPolarizationGap.inversion_of_spin_polarization' depends on axioms: [propext, Classical.choice, Quot.sound]
'SpinPolarizationGap.square_root_condition_not_necessary' depends on axioms: [propext, Classical.choice, Quot.sound]
```

The proof follows the derivation above. In `secular_equation`, the auxiliary statement `key` identifies the action of the shifted matrix on a vector $u$ with $Au-\mu u$, checked component by component. Mathlib's `Matrix.exists_mulVec_eq_zero_iff` then says that some nonzero vector is sent to zero exactly when the determinant vanishes.

In `lowest_formula`, the square root is replaced by a letter `r` of which only its square and its nonnegativity are kept. That the stated value is an eigenvalue then follows from the value of $r^2$ by an algebraic identity, which `linear_combination` checks. For minimality, suppose an eigenvalue $y$ lay below it. Then $(a+d)/2-y-r$ and $(a+d)/2-y+r$ would both be positive, yet the secular equation makes their product zero. `lowest_spec` gives the secular equation and the bound by the mean for any `x` that satisfies the definition: the first because `x` is an eigenvalue, the second because a least element is unique, so that `x` equals the stated formula.

`lowest_compare` is the trial-energy step. Its `hfac` is the factorization through the lowest root, and the four cases read off signs of products. `gap_sign_iff_triplet_energy` inserts the triplet energy into the singlet polynomial: `hid` is the identity with $2(D-t)(t+2K)$, obtained by adding three times the triplet equation and using $(\sqrt3)^2=3$. `gap_inversion_iff` applies `lowest_compare` once more, at `-2 * K`, and chains the equivalences.

The remaining theorems use this criterion. In `singles_only`, a singlet below the triplet at $v=0$ would require $K(D+2K)<0$, which is impossible. The matrix there still contains the decoupled double excitation, so the lowest singlet is $\min(K,D)$, and the conclusion $t\le s$ holds even when that state is the double excitation. In `inversion_of_spin_polarization`, `h1` is the squared inequality in the form $(P-(Q+4K))(P+(Q+4K))>0$ and `h2` is $K(Q-D)\ge0$; `linarith` combines them with the values of $P^2$ and $Q^2$. Finally, `square_root_condition_not_necessary` treats the numerical example with the bounds $P\le7$ and $Q\ge3$, which already give $P-Q\le4$.

For electronic-structure calculations, the result shows that in this two-state model with prescribed couplings, omitting the double excitation can give the singlet–triplet gap the wrong sign. Whether a given molecule is in that regime depends on its actual exchange, double-excitation energy and couplings.
